# Jordan–Wigner hopping keeps only the string between its two sites

Number the sites of a qubit chain $0,1,2,\dots$ and let $s_j$ be the operator that empties site $j$, with adjoint $s_j^*$. Put $z_j = 1-2s_j^*s_j$, which is $+1$ on an empty site and $-1$ on an occupied one. The Jordan–Wigner operators are $c_j = z_0\cdots z_{j-1}s_j$. Each $c_j$ acts on all sites up to $j$; the question is which sites the hop $c_i^*c_j$ acts on.

## Sites and strings

```lean
import Mathlib

open Matrix Finset
open scoped Kronecker ComplexConjugate

namespace JordanWignerLocality

noncomputable section

variable {A : Type*} [Ring A] [StarRing A]
```

The operators live in `A`, any ring with an adjoint operation `star` that reverses products. Matrices are the case to keep in mind.

```lean
/-- The on-site relations of a qubit lowering operator `a`: it squares to zero and
`a a* + a* a = 1`. -/
structure IsQubit (a : A) : Prop where
  sq : a * a = 0
  anti : a * star a + star a * a = 1
```

`IsQubit a` collects two assumptions: $a^2=0$ (a site cannot be emptied twice) and $aa^*+a^*a=1$ (a site is either empty or occupied).

```lean
/-- The operator `z_k = 1 - 2 s_k* s_k` of site `k`. -/
def siteZ (s : ℕ → A) (k : ℕ) : A := 1 - 2 * (star (s k) * s k)
```

Here `s : ℕ → A` is a sequence of operators, one per site, and `siteZ s k` is $z_k$.

```lean
/-- The string `z_a z_(a+1) ... z_(b-1)`, equal to one when `b ≤ a`. -/
def zString (s : ℕ → A) (a : ℕ) : ℕ → A
  | 0 => 1
  | b + 1 => if a ≤ b then zString s a b * siteZ s b else 1
```

`zString s a b` is the ordered product $Z_{a,b}=z_a\cdots z_{b-1}$. The upper end is excluded, and an empty product is $1$.

```lean
/-- The Jordan-Wigner operator `c_j = z_0 ... z_(j-1) s_j`, with sites numbered from zero. -/
def fermion (s : ℕ → A) (j : ℕ) : A := zString s 0 j * s j
```

This is $c_j=Z_{0,j}s_j$. The name `fermion` anticipates anticommutation relations that the on-site assumptions alone do not imply.

## Cancelling the string

```lean
/-- On a qubit site, `z_k` squares to one. -/
theorem siteZ_mul_self {s : ℕ → A} {k : ℕ} (h : IsQubit (s k)) :
    siteZ s k * siteZ s k = 1 := by
  -- the occupation `s* s` is idempotent
  have hp : star (s k) * s k * (star (s k) * s k) = star (s k) * s k := by
    calc star (s k) * s k * (star (s k) * s k)
        = star (s k) * (s k * star (s k) + star (s k) * s k) * s k
          - star (s k) * star (s k) * (s k * s k) := by noncomm_ring
      _ = star (s k) * s k := by rw [h.anti, h.sq]; simp
  unfold siteZ
  linear_combination (norm := noncomm_ring) (4 : A) * hp
```

With $n=s_k^*s_k$, the on-site relations give
$$n^2=s_k^*(s_ks_k^*+s_k^*s_k)s_k-s_k^*s_k^*s_ks_k=n,$$
so $z_k^2=1-4n+4n^2=1$. In Lean, `hp` is $n^2=n$, and the last line adds four times this equation, with `noncomm_ring` doing the algebra without reordering factors.

```lean
lemma star_siteZ (s : ℕ → A) (k : ℕ) : star (siteZ s k) = siteZ s k := by
  simp [siteZ, two_mul]
```

Since $n^*=n$, also $z_k^*=z_k$.

```lean
lemma zString_self (s : ℕ → A) (a : ℕ) : zString s a a = 1 := by
  cases a <;> simp [zString]
```

The string from a site to itself is empty: $Z_{a,a}=1$.

```lean
lemma zString_succ (s : ℕ → A) {a b : ℕ} (h : a ≤ b) :
    zString s a (b + 1) = zString s a b * siteZ s b := by
  rw [zString, if_pos h]
```

For $a\le b$, a string grows on the right: $Z_{a,b+1}=Z_{a,b}z_b$.

```lean
/-- A string can be cut at any intermediate site. -/
theorem zString_split (s : ℕ → A) {a b c : ℕ} (hab : a ≤ b) (hbc : b ≤ c) :
    zString s a b * zString s b c = zString s a c := by
  induction c, hbc using Nat.le_induction with
  | base => rw [zString_self, mul_one]
  | succ c hc ih =>
    rw [zString_succ s hc, zString_succ s (hab.trans hc), ← mul_assoc, ih]
```

For $a\le b\le c$, $Z_{a,b}Z_{b,c}=Z_{a,c}$, by induction on $c$.

```lean
/-- Over qubit sites, the string before site `i` is cancelled by its adjoint. -/
theorem star_zString_mul_self {s : ℕ → A} {i : ℕ} (h : ∀ k < i, IsQubit (s k)) :
    star (zString s 0 i) * zString s 0 i = 1 := by
  induction i with
  | zero => simp [zString]
  | succ i ih =>
    rw [zString_succ s (Nat.zero_le i), star_mul, star_siteZ]
    calc siteZ s i * star (zString s 0 i) * (zString s 0 i * siteZ s i)
        = siteZ s i * (star (zString s 0 i) * zString s 0 i) * siteZ s i := by
          simp only [mul_assoc]
      _ = 1 := by
          rw [ih (fun k hk => h k (by omega)), mul_one, siteZ_mul_self (h i (by omega))]
```

If all sites before $i$ are qubits, then $Z_{0,i}^*Z_{0,i}=1$. The induction step is
$$Z_{0,i+1}^*Z_{0,i+1}=z_i\,(Z_{0,i}^*Z_{0,i})\,z_i=z_i^2=1.$$

```lean
lemma star_mul_siteZ {s : ℕ → A} {i : ℕ} (h : IsQubit (s i)) :
    star (s i) * siteZ s i = star (s i) := by
  have h0 : star (s i) * star (s i) = 0 := by rw [← star_mul, h.sq, star_zero]
  unfold siteZ
  linear_combination (norm := noncomm_ring) (-2 : A) * h0 * s i
```

From $(s_i^*)^2=(s_i^2)^*=0$ follows $s_i^*z_i=s_i^*-2s_i^*s_i^*s_i=s_i^*$.

## The hop between two sites

```lean
/-- **Jordan-Wigner locality.** If the sites up to `i` are qubits and `i < j`, then
`c_i* c_j = s_i* z_(i+1) ... z_(j-1) s_j`. -/
theorem hopping {s : ℕ → A} {i j : ℕ} (h : ∀ k ≤ i, IsQubit (s k)) (hij : i < j) :
    star (fermion s i) * fermion s j = star (s i) * zString s (i + 1) j * s j := by
  -- cut the long string just before and just after site `i`
  have hs : zString s 0 j = zString s 0 i * (siteZ s i * zString s (i + 1) j) := by
    rw [← zString_split s (Nat.zero_le i) hij.le,
      ← zString_split s (show i ≤ i + 1 by omega) (show i + 1 ≤ j from hij),
      zString_succ s (le_refl i), zString_self, one_mul]
  unfold fermion
  rw [star_mul, hs]
  calc star (s i) * star (zString s 0 i)
        * (zString s 0 i * (siteZ s i * zString s (i + 1) j) * s j)
      = star (s i) * (star (zString s 0 i) * zString s 0 i) * siteZ s i
        * zString s (i + 1) j * s j := by simp only [mul_assoc]
    _ = star (s i) * zString s (i + 1) j * s j := by
        rw [star_zString_mul_self (fun k hk => h k hk.le), mul_one,
          star_mul_siteZ (h i le_rfl)]
```

The hypotheses `h` and `hij` say that sites $0,\dots,i$ are qubits and that $i<j$. Cutting the long string around site $i$ (the step `hs`) gives
$$c_i^*c_j=s_i^*\,Z_{0,i}^*Z_{0,i}\,z_i\,Z_{i+1,j}\,s_j=s_i^*z_i\,Z_{i+1,j}\,s_j=s_i^*\,Z_{i+1,j}\,s_j.$$
No factors change order, so commutation between sites is not assumed.

```lean
/-- If the sites up to `i` are qubits, hopping between the neighbours `i` and `i + 1`
carries no string. -/
theorem neighbour_hopping {s : ℕ → A} {i : ℕ} (h : ∀ k ≤ i, IsQubit (s k)) :
    star (fermion s i) * fermion s (i + 1) = star (s i) * s (i + 1) := by
  rw [hopping h (Nat.lt_add_one i), zString_self, mul_one]
```

For $j=i+1$ the remaining string is empty, and $c_i^*c_{i+1}=s_i^*s_{i+1}$. Neighbours here are neighbours in the numbering. Matching that numbering to a physical lattice is a separate step, and in two dimensions some spatial neighbours are far apart in it.

```lean
/-- The nearest-neighbour Hamiltonian `∑ (t_i a_i* a_(i+1) + conj t_i a_(i+1)* a_i)` on the
`n` bonds of an open chain. -/
def hoppingHamiltonian [Module ℂ A] (a : ℕ → A) (t : ℕ → ℂ) (n : ℕ) : A :=
  ∑ i ∈ range n, (t i • (star (a i) * a (i + 1)) + conj (t i) • (star (a (i + 1)) * a i))
```

This is $\sum_{i=0}^{n-1}(t_i\,a_i^*a_{i+1}+\bar t_i\,a_{i+1}^*a_i)$, with a complex amplitude $t_i$ on each of $n$ bonds, joining sites $0,\dots,n$.

```lean
/-- On an open chain whose sites `0, ..., n - 1` are qubits, the hopping Hamiltonian on `n`
bonds is the same operator written in the `c_j` or in the `s_j`. -/
theorem hoppingHamiltonian_fermion [Module ℂ A] {s : ℕ → A} {n : ℕ} (t : ℕ → ℂ)
    (h : ∀ k < n, IsQubit (s k)) :
    hoppingHamiltonian (fermion s) t n = hoppingHamiltonian s t n := by
  unfold hoppingHamiltonian
  refine Finset.sum_congr rfl fun i hi => ?_
  have hn := neighbour_hopping (s := s) (i := i)
    (fun k hk => h k (lt_of_le_of_lt hk (Finset.mem_range.mp hi)))
  -- the reverse hop is the adjoint
  have hr : star (fermion s (i + 1)) * fermion s i = star (s (i + 1)) * s i := by
    simpa only [star_mul, star_star] using congrArg star hn
  rw [hn, hr]
```

The Hamiltonian is the same operator in the $c_j$ and in the $s_j$. Each forward hop is the previous theorem, and its adjoint gives $c_{i+1}^*c_i=s_{i+1}^*s_i$. When an open chain with one mode per site and only nearest-neighbour hopping is simulated on qubits through the Jordan–Wigner encoding, numbered along the chain, each hopping term therefore involves only two adjacent qubits. A longer hop keeps the $z_k$ of the sites in between.

## Operators that do not notice the hop

```lean
lemma commute_zString {s : ℕ → A} {x : A} {a b : ℕ}
    (h : ∀ k, a ≤ k → k < b → Commute x (s k) ∧ Commute x (star (s k))) :
    Commute x (zString s a b) := by
  induction b with
  | zero => exact Commute.one_right x
  | succ b ih =>
    by_cases hb : a ≤ b
    · have hk := h b hb (Nat.lt_add_one b)
      have hp := hk.2.mul_right hk.1
      rw [zString_succ s hb, siteZ, two_mul]
      exact (ih fun k h1 h2 => h k h1 (by omega)).mul_right
        ((Commute.one_right x).sub_right (hp.add_right hp))
    · rw [zString, if_neg hb]
      exact Commute.one_right x
```

If $x$ commutes with $s_k$ and $s_k^*$ for $a\le k<b$, it commutes with each $z_k$ there, and by induction with $Z_{a,b}$.

```lean
/-- Let the sites up to `i` be qubits and `i < j`. An operator that commutes with `s_k` and
`s_k*` on the sites `i, ..., j` commutes with `c_i* c_j`. -/
theorem commute_hopping {s : ℕ → A} {x : A} {i j : ℕ} (h : ∀ k ≤ i, IsQubit (s k))
    (hij : i < j) (hx : ∀ k, i ≤ k → k ≤ j → Commute x (s k) ∧ Commute x (star (s k))) :
    Commute x (star (fermion s i) * fermion s j) := by
  rw [hopping h hij]
  exact ((hx i le_rfl hij.le).2.mul_right
    (commute_zString fun k h1 h2 => hx k (by omega) h2.le)).mul_right (hx j hij.le le_rfl).1
```

Hence an $x$ that commutes with the site operators on $i,\dots,j$ commutes with $c_i^*c_j$. When different sites commute, this applies to any site operator outside that stretch.

## Three qubits

```lean
/-- The lowering matrix of one qubit. -/
def lower : Matrix (Fin 2) (Fin 2) ℂ := !![0, 1; 0, 0]
```

The matrix sends $|1\rangle$ to $|0\rangle$, lowering the occupation. If $|0\rangle$ is read as spin up, it is the matrix usually written $\sigma^+$.

```lean
/-- The lowering operators of three qubits as Kronecker products; indices above 2 repeat the
last one. -/
def threeQubits (k : ℕ) : Matrix (Fin 2 × Fin 2 × Fin 2) (Fin 2 × Fin 2 × Fin 2) ℂ :=
  if k = 0 then lower ⊗ₖ (1 : Matrix (Fin 2 × Fin 2) (Fin 2 × Fin 2) ℂ)
  else if k = 1 then
    (1 : Matrix (Fin 2) (Fin 2) ℂ) ⊗ₖ (lower ⊗ₖ (1 : Matrix (Fin 2) (Fin 2) ℂ))
  else (1 : Matrix (Fin 2) (Fin 2) ℂ) ⊗ₖ ((1 : Matrix (Fin 2) (Fin 2) ℂ) ⊗ₖ lower)
```

Each site operator is `lower` on its own tensor factor and the identity on the other two.

```lean
/-- The three-qubit lowering operators obey the on-site relations, and each commutes with the
lowering and raising operators of the other sites. -/
theorem threeQubits_witness :
    (∀ k < 3, IsQubit (threeQubits k)) ∧ ∀ j < 3, ∀ k < 3, j ≠ k →
      Commute (threeQubits j) (threeQubits k) ∧
      Commute (threeQubits j) (star (threeQubits k)) := by
  have h1 : lower * lower = 0 := by
    ext i j
    fin_cases i <;> fin_cases j <;> simp [lower, Matrix.mul_apply, Fin.sum_univ_succ]
  have h3 : lowerᴴ = !![0, 0; 1, 0] := by
    ext i j
    fin_cases i <;> fin_cases j <;> simp [lower, Matrix.conjTranspose_apply]
  have h2 : lower * lowerᴴ + lowerᴴ * lower = 1 := by
    rw [h3]
    ext i j
    fin_cases i <;> fin_cases j <;> simp [lower]
  refine ⟨fun k hk => ?_, fun j hj k hk hjk => ?_⟩
  · interval_cases k <;> constructor <;>
      simp [threeQubits, Matrix.star_eq_conjTranspose, Matrix.conjTranspose_kronecker,
        ← Matrix.mul_kronecker_mul, ← Matrix.add_kronecker, ← Matrix.kronecker_add, h1, h2]
  · interval_cases j <;> interval_cases k <;>
      simp [threeQubits, Commute, SemiconjBy, Matrix.star_eq_conjTranspose,
        Matrix.conjTranspose_kronecker, ← Matrix.mul_kronecker_mul] at hjk ⊢

end

end JordanWignerLocality
```

These matrices satisfy the on-site relations, and different sites commute. The proof checks `lower` entry by entry, then goes through the sites using $(A\otimes B)(C\otimes D)=AC\otimes BD$.

Two hops show the signs at work. On $|101\rangle$, $c_2=z_0z_1s_2$ gives $-|100\rangle$, and $c_1^*=s_1^*z_0$ turns this into $+|110\rangle$. The spin hop $s_1^*s_2$ gives the same: the two signs from site 0 cancel. On $|011\rangle$, $c_0^*c_2$ gives $-|110\rangle$, in agreement with $s_0^*z_1s_2$; the sign comes from the occupied site in between.

```lean
#print axioms JordanWignerLocality.neighbour_hopping
-- 'JordanWignerLocality.neighbour_hopping' depends on axioms: [propext, Classical.choice, Quot.sound]
#print axioms JordanWignerLocality.hoppingHamiltonian_fermion
-- 'JordanWignerLocality.hoppingHamiltonian_fermion' depends on axioms: [propext, Classical.choice, Quot.sound]
#print axioms JordanWignerLocality.commute_hopping
-- 'JordanWignerLocality.commute_hopping' depends on axioms: [propext, Classical.choice, Quot.sound]
```
